# A plane through the origin of a 3D lattice contains two independent lattice vectors exactly when its normal is parallel to a nonzero reciprocal lattice vector

## Lattice, reciprocal basis and the condition on the normal

Let $a_0,a_1,a_2$ be primitive vectors of a crystal lattice, written as the columns of a real matrix $A$ with $\det A\neq 0$. The lattice vectors are $Am$ with $m\in\mathbb Z^3$. The reciprocal basis vectors $b_0,b_1,b_2$ are the columns of $B=2\pi(A^{-1})^{\mathsf T}$, so that $a_i\cdot b_j=2\pi\delta_{ij}$. Reciprocal lattice vectors are $Bh$ with $h\in\mathbb Z^3$; here $h$ is the whole index triple, not the first Miller index.

Cutting a crystal along a plane leaves a surface with two-dimensional periodicity only if the plane contains two independent lattice translations. Which normals $u\neq0$ allow this?

**Claim.** The plane $u\cdot x=0$ contains two linearly independent lattice vectors if and only if $u=c\,Bh$ for some nonzero $h\in\mathbb Z^3$ and some real $c\neq0$.

A slab calculation in electronic structure that uses bulk in-plane translations needs such a normal, for an ideal lattice. That a real surface keeps these translations is a separate physical assumption, and reconstruction can break it.

## From two lattice vectors to a normal, and back

Two identities connect the bases:

$$(Bh)\cdot(Am)=2\pi\,h^{\mathsf T}A^{-1}Am=2\pi\,h\cdot m,\qquad B(A^{\mathsf T}u)=2\pi(AA^{-1})^{\mathsf T}u=2\pi u.$$

Since $sAm+tAn=A(sm+tn)$ and $A$ is invertible, $Am$ and $An$ are independent exactly when $m$ and $n$ are, that is, when $m\times n\neq0$.

Suppose first that the plane contains independent vectors $Am$ and $An$. Put $w=A^{\mathsf T}u$ and $p=m\times n\neq0$. Then $w\cdot m=u\cdot Am=0$, and likewise $w\cdot n=0$. Hence

$$w\times p=m\,(w\cdot n)-n\,(w\cdot m)=0.$$

From $0=p\times(w\times p)=(p\cdot p)\,w-(w\cdot p)\,p$ we get $w=\lambda p$ with $\lambda=(w\cdot p)/(p\cdot p)$. Applying $B$ gives $2\pi u=\lambda\,B(m\times n)$, so $h=m\times n$ and $c=\lambda/2\pi$. Because $u\neq0$, also $c\neq0$.

Conversely, let $u=c\,Bh$ with $h\neq0$. If $h_0\neq0$, take

$$m=(-h_1,h_0,0),\qquad n=(-h_2,0,h_0).$$

Both are orthogonal to $h$, and $m\times n=h_0h\neq0$. If $h_0=0$, another component is nonzero and the analogous choice works. Then $u\cdot Am=2\pi c\,h\cdot m=0$, the same holds for $n$, and $Am$, $An$ are independent.

## The plane $z=0$ in a face-centred cubic lattice

With cube edge 2, take $a_0=(0,1,1)$, $a_1=(1,0,1)$, $a_2=(1,1,0)$. The plane normal to $u=(0,0,1)$ contains $a_2$ and $a_0-a_1=(-1,1,0)$, so $m=(0,0,1)$, $n=(1,-1,0)$ and $m\times n=(1,1,0)$. The reciprocal vectors are $b_0=\pi(-1,1,1)$ and $b_1=\pi(1,-1,1)$, with sum $2\pi(0,0,1)$. Thus $u=\frac1{2\pi}B(1,1,0)^{\mathsf T}$. The indices refer to the primitive basis; in the conventional cubic basis this plane is $(001)$.

## Definitions in Lean

```lean
import Mathlib

open Matrix

namespace RationalLatticePlanes

noncomputable section
```

Integer coordinates are functions `Fin 3 → ℤ`, with components numbered 0, 1, 2. They are converted to reals before the matrix acts on them.

```lean
/-- The lattice vector with integer coordinates `m` in the basis formed by the columns of `A`. -/
def latticeVec (A : Matrix (Fin 3) (Fin 3) ℝ) (m : Fin 3 → ℤ) : Fin 3 → ℝ :=
  A *ᵥ (fun i => (m i : ℝ))
```

The same function gives reciprocal lattice vectors when it is applied to the matrix `reciprocal A`, which includes the factor $2\pi$ that crystallographers often omit.

```lean
/-- The reciprocal basis `B = 2π (A⁻¹)ᵀ` of an invertible basis matrix `A`. -/
def reciprocal (A : Matrix (Fin 3) (Fin 3) ℝ) : Matrix (Fin 3) (Fin 3) ℝ :=
  (2 * Real.pi) • (A⁻¹)ᵀ
```

`IsLatticePlane A u` takes the normal $u$ and refers only to the plane through the origin, whereas textbooks also call its parallel translates through lattice points lattice planes. Independence is over the reals.

```lean
/-- The plane `u · x = 0` contains two linearly independent vectors of the lattice of `A`. -/
def IsLatticePlane (A : Matrix (Fin 3) (Fin 3) ℝ) (u : Fin 3 → ℝ) : Prop :=
  ∃ m n : Fin 3 → ℤ, LinearIndependent ℝ ![latticeVec A m, latticeVec A n] ∧
    u ⬝ᵥ latticeVec A m = 0 ∧ u ⬝ᵥ latticeVec A n = 0
```

## The two identities between the bases

The textbook zone law is the condition $h\cdot m=0$; `zone_law` is the scalar product formula behind it. The rewriting moves the transpose across the product until $A^{-1}A$ appears and cancels.

```lean
/-- For an invertible basis, the scalar product of a reciprocal lattice vector and a direct lattice
vector is `2π` times the scalar product of their integer coordinates. -/
theorem zone_law {A : Matrix (Fin 3) (Fin 3) ℝ} (hA : A.det ≠ 0) (h m : Fin 3 → ℤ) :
    latticeVec (reciprocal A) h ⬝ᵥ latticeVec A m = 2 * Real.pi * ((h ⬝ᵥ m : ℤ) : ℝ) := by
  have hcast : (fun i => (h i : ℝ)) ⬝ᵥ (fun i => (m i : ℝ)) = ((h ⬝ᵥ m : ℤ) : ℝ) := by
    simp [dotProduct]
  unfold latticeVec reciprocal
  rw [Matrix.smul_mulVec, smul_dotProduct, Matrix.mulVec_transpose, Matrix.dotProduct_mulVec,
    Matrix.vecMul_vecMul, Matrix.nonsing_inv_mul A hA.isUnit, Matrix.vecMul_one, hcast,
    smul_eq_mul]
```

In the second identity, `u ᵥ* A` is the row-vector product, with the same components as $A^{\mathsf T}u$.

```lean
/-- For an invertible basis, the scalar products of `u` with the direct basis vectors are, up to
the factor `2π`, the coordinates of `u` in the reciprocal basis. -/
theorem reciprocal_expansion {A : Matrix (Fin 3) (Fin 3) ℝ} (hA : A.det ≠ 0) (u : Fin 3 → ℝ) :
    reciprocal A *ᵥ (u ᵥ* A) = (2 * Real.pi) • u := by
  unfold reciprocal
  rw [Matrix.smul_mulVec, Matrix.mulVec_transpose, Matrix.vecMul_vecMul,
    Matrix.mul_nonsing_inv A hA.isUnit, Matrix.vecMul_one]
```

## Independence and the cross product

The auxiliary statement `key` says that $A$ preserves and reflects linear relations. Mathlib's criterion for real cross products then applies, and `hcast` identifies the real cross product with the integer one.

```lean
/-- For an invertible basis, two lattice vectors are linearly independent exactly when the cross
product of their integer coordinates is nonzero. -/
theorem independent_iff_cross {A : Matrix (Fin 3) (Fin 3) ℝ} (hA : A.det ≠ 0)
    (m n : Fin 3 → ℤ) :
    LinearIndependent ℝ ![latticeVec A m, latticeVec A n] ↔ crossProduct m n ≠ 0 := by
  have hcast : crossProduct (fun i => (m i : ℝ)) (fun i => (n i : ℝ))
      = fun i => ((crossProduct m n i : ℤ) : ℝ) := by
    ext i
    fin_cases i <;> simp [cross_apply]
  -- an invertible matrix preserves linear relations
  have key : ∀ s t : ℝ, s • latticeVec A m + t • latticeVec A n = 0 ↔
      s • (fun i => (m i : ℝ)) + t • (fun i => (n i : ℝ)) = 0 := by
    intro s t
    unfold latticeVec
    rw [← Matrix.mulVec_smul, ← Matrix.mulVec_smul, ← Matrix.mulVec_add]
    constructor
    · exact fun h => Matrix.eq_zero_of_mulVec_eq_zero hA h
    · intro h
      rw [h, Matrix.mulVec_zero]
  rw [LinearIndependent.pair_iff]
  simp only [key]
  rw [← LinearIndependent.pair_iff, ← crossProduct_ne_zero_iff_linearIndependent, hcast]
  refine not_congr ⟨fun h => ?_, fun h => ?_⟩
  · ext i
    have hi : ((crossProduct m n i : ℤ) : ℝ) = 0 := congrFun h i
    exact_mod_cast hi
  · ext i
    simp [h]
```

The next lemma is the step $w=\lambda p$. The equations `e0`, `e1`, `e2` are the components of $w\times p=0$, and `k0`, `k1`, `k2` recover $w$ from them with the projection coefficient $\lambda$.

```lean
/-- A vector orthogonal to both `x` and `y` is a multiple of their cross product, provided that
this cross product is nonzero. -/
theorem parallel_cross {w x y : Fin 3 → ℝ} (hxy : crossProduct x y ≠ 0)
    (hx : w ⬝ᵥ x = 0) (hy : w ⬝ᵥ y = 0) : ∃ c : ℝ, w = c • crossProduct x y := by
  have hp : crossProduct x y ⬝ᵥ crossProduct x y ≠ 0 :=
    fun h => hxy (dotProduct_self_eq_zero.mp h)
  simp only [dotProduct, Fin.sum_univ_three] at hx hy
  -- the three components of w × (x × y) vanish
  have e0 : w 1 * crossProduct x y 2 - w 2 * crossProduct x y 1 = 0 := by
    simp [cross_apply]
    linear_combination x 0 * hy - y 0 * hx
  have e1 : w 2 * crossProduct x y 0 - w 0 * crossProduct x y 2 = 0 := by
    simp [cross_apply]
    linear_combination x 1 * hy - y 1 * hx
  have e2 : w 0 * crossProduct x y 1 - w 1 * crossProduct x y 0 = 0 := by
    simp [cross_apply]
    linear_combination x 2 * hy - y 2 * hx
  generalize crossProduct x y = p at hp e0 e1 e2 ⊢
  -- the coefficient is that of the orthogonal projection onto p
  have k0 : w 0 = (w ⬝ᵥ p) / (p ⬝ᵥ p) * p 0 := by
    rw [div_mul_eq_mul_div, eq_div_iff hp]
    simp only [dotProduct, Fin.sum_univ_three]
    linear_combination p 1 * e2 - p 2 * e1
  have k1 : w 1 = (w ⬝ᵥ p) / (p ⬝ᵥ p) * p 1 := by
    rw [div_mul_eq_mul_div, eq_div_iff hp]
    simp only [dotProduct, Fin.sum_univ_three]
    linear_combination p 2 * e0 - p 0 * e2
  have k2 : w 2 = (w ⬝ᵥ p) / (p ⬝ᵥ p) * p 2 := by
    rw [div_mul_eq_mul_div, eq_div_iff hp]
    simp only [dotProduct, Fin.sum_univ_three]
    linear_combination p 0 * e1 - p 1 * e0
  refine ⟨(w ⬝ᵥ p) / (p ⬝ᵥ p), ?_⟩
  ext i
  fin_cases i
  exacts [k0, k1, k2]
```

Applied to $A^{\mathsf T}u$, this lemma and `reciprocal_expansion` give the normal as a multiple of $B(m\times n)$.

```lean
/-- For an invertible basis, a vector normal to two lattice vectors whose integer coordinates
`m`, `n` have nonzero cross product is a multiple of the reciprocal lattice vector with
coordinates `m × n`. -/
theorem normal_of_lattice_plane {A : Matrix (Fin 3) (Fin 3) ℝ} (hA : A.det ≠ 0)
    {u : Fin 3 → ℝ} {m n : Fin 3 → ℤ} (hmn : crossProduct m n ≠ 0)
    (hm : u ⬝ᵥ latticeVec A m = 0) (hn : u ⬝ᵥ latticeVec A n = 0) :
    ∃ c : ℝ, u = c • latticeVec (reciprocal A) (crossProduct m n) := by
  have hcast : crossProduct (fun i => (m i : ℝ)) (fun i => (n i : ℝ))
      = fun i => ((crossProduct m n i : ℤ) : ℝ) := by
    ext i
    fin_cases i <;> simp [cross_apply]
  have hne : crossProduct (fun i => (m i : ℝ)) (fun i => (n i : ℝ)) ≠ 0 := by
    rw [hcast]
    intro h
    apply hmn
    ext i
    have hi : ((crossProduct m n i : ℤ) : ℝ) = 0 := congrFun h i
    exact_mod_cast hi
  unfold latticeVec at hm hn
  rw [Matrix.dotProduct_mulVec] at hm hn
  obtain ⟨c, hc⟩ := parallel_cross hne hm hn
  -- return from the coordinates of u to u itself
  have hu := reciprocal_expansion hA u
  rw [hc, hcast, Matrix.mulVec_smul] at hu
  have hpi : 2 * Real.pi ≠ 0 := by positivity
  refine ⟨(2 * Real.pi)⁻¹ * c, ?_⟩
  unfold latticeVec
  rw [mul_smul, hu, inv_smul_smul₀ hpi]
```

## Integer vectors orthogonal to a given one

The proof splits on which component of $h$ is nonzero and supplies $m$ and $n$ explicitly. One component of $m\times n$ is plus or minus the square of that entry, so the cross product does not vanish.

```lean
/-- Every nonzero integer vector is orthogonal to two integer vectors whose cross product is
nonzero. -/
theorem exists_integer_plane {h : Fin 3 → ℤ} (hh : h ≠ 0) :
    ∃ m n : Fin 3 → ℤ, crossProduct m n ≠ 0 ∧ h ⬝ᵥ m = 0 ∧ h ⬝ᵥ n = 0 := by
  obtain ⟨i, hi⟩ := Function.ne_iff.mp hh
  fin_cases i
  · change h 0 ≠ 0 at hi
    refine ⟨![-h 1, h 0, 0], ![-h 2, 0, h 0], fun e => ?_, ?_, ?_⟩
    · have e' := congrFun e 0
      simp [cross_apply, hi] at e'
    all_goals
      simp [dotProduct, Fin.sum_univ_three]
      ring
  · change h 1 ≠ 0 at hi
    refine ⟨![h 1, -h 0, 0], ![0, -h 2, h 1], fun e => ?_, ?_, ?_⟩
    · have e' := congrFun e 1
      simp [cross_apply, hi] at e'
    all_goals
      simp [dotProduct, Fin.sum_univ_three]
      ring
  · change h 2 ≠ 0 at hi
    refine ⟨![h 2, 0, -h 0], ![0, h 2, -h 1], fun e => ?_, ?_, ?_⟩
    · have e' := congrFun e 2
      simp [cross_apply, hi] at e'
    all_goals
      simp [dotProduct, Fin.sum_univ_three]
      ring
```

## The equivalence

The hypotheses are `A.det ≠ 0`, meaning that the primitive vectors span space, and `u ≠ 0`, meaning that $u$ defines a plane. For $u=0$ the left side would be true and the right side false. The triple `h` need not be free of common factors, so it may be a multiple of the Miller indices for the basis $A$.

```lean
/-- For an invertible basis and `u ≠ 0`, the plane `u · x = 0` contains two linearly independent
lattice vectors if and only if `u` is a nonzero real multiple of a reciprocal lattice vector with
nonzero integer coordinate vector. -/
theorem isLatticePlane_iff {A : Matrix (Fin 3) (Fin 3) ℝ} (hA : A.det ≠ 0)
    {u : Fin 3 → ℝ} (hu : u ≠ 0) :
    IsLatticePlane A u ↔
      ∃ h : Fin 3 → ℤ, h ≠ 0 ∧ ∃ c : ℝ, c ≠ 0 ∧ u = c • latticeVec (reciprocal A) h := by
  constructor
  · rintro ⟨m, n, hind, hm, hn⟩
    have hmn := (independent_iff_cross hA m n).mp hind
    obtain ⟨c, hc⟩ := normal_of_lattice_plane hA hmn hm hn
    refine ⟨crossProduct m n, hmn, c, fun h0 => hu ?_, hc⟩
    rw [hc, h0, zero_smul]
  · rintro ⟨h, hh, c, -, hc⟩
    obtain ⟨m, n, hmn, hm, hn⟩ := exists_integer_plane hh
    refine ⟨m, n, (independent_iff_cross hA m n).mpr hmn, ?_, ?_⟩
    · rw [hc, smul_dotProduct, zone_law hA, hm]
      simp
    · rw [hc, smul_dotProduct, zone_law hA, hn]
      simp
```

The two halves of the proof are the two directions derived above.

## An irrational plane with a single lattice direction

One lattice vector in the plane is not enough. In the simple cubic lattice with unit edge, $A=1$ and $B=2\pi\cdot1$. If $(1,\sqrt2,0)=2\pi c\,h$, then $h_0\neq0$ and $\sqrt2=h_1/h_0$, which is impossible. The last lines of the proof eliminate $c$ in this way.

```lean
/-- In the simple cubic lattice the plane normal to `(1, √2, 0)` contains the lattice vector
`(0, 0, 1)`, but it does not contain two linearly independent lattice vectors. -/
theorem one_vector_not_enough :
    ![1, √2, 0] ⬝ᵥ latticeVec 1 ![0, 0, 1] = 0 ∧ ¬ IsLatticePlane 1 ![1, √2, 0] := by
  constructor
  · simp [latticeVec, dotProduct, Fin.sum_univ_three]
  · have hu : (![1, √2, 0] : Fin 3 → ℝ) ≠ 0 := fun h => one_ne_zero (congrFun h 0)
    rw [isLatticePlane_iff (by simp) hu]
    rintro ⟨h, -, c, -, e⟩
    have hB : latticeVec (reciprocal 1) h = (2 * Real.pi) • (fun i => (h i : ℝ)) := by
      simp [latticeVec, reciprocal, Matrix.smul_mulVec]
    rw [hB] at e
    have e0 : (1 : ℝ) = c * (2 * Real.pi * (h 0 : ℝ)) := congrFun e 0
    have e1 : √2 = c * (2 * Real.pi * (h 1 : ℝ)) := congrFun e 1
    have hz : (h 0 : ℝ) ≠ 0 := by
      intro hz
      rw [hz] at e0
      simp at e0
    -- the ratio of the first two indices would be √2
    refine irrational_sqrt_two ⟨(h 1 : ℚ) / (h 0 : ℚ), ?_⟩
    push_cast
    rw [div_eq_iff hz]
    linear_combination (h 1 : ℝ) * e0 - (h 0 : ℝ) * e1

end

end RationalLatticePlanes
```

This plane is a limit of rational ones. For coprime positive integers $p,q$ with $p/q\to\sqrt2$, the plane normal to $(q,p,0)$ contains $(0,0,1)$ and $(p,-q,0)$. The second vector, the shortest lattice vector along its direction, has length $\sqrt{p^2+q^2}$, which grows without bound, and in the limit only the direction $(0,0,1)$ remains periodic.

```lean
#print axioms RationalLatticePlanes.isLatticePlane_iff
-- 'RationalLatticePlanes.isLatticePlane_iff' depends on axioms: [propext, Classical.choice, Quot.sound]
#print axioms RationalLatticePlanes.one_vector_not_enough
-- 'RationalLatticePlanes.one_vector_not_enough' depends on axioms: [propext, Classical.choice, Quot.sound]
```
